# A BenDaniel-Duke junction between a positive and a negative mass has an exponential interface state exactly when the positive-mass band edge is the higher one

The envelope of an interface state has a kink where the two materials meet, so its second derivative does not exist there. The eigenvalue equation is therefore imposed only at $x\neq0$, and the junction enters through a separate condition: the flux $\psi'/m$ must have the same limit from both sides. This is the BenDaniel-Duke condition. It is postulated here, and together with continuity of $\psi$ it is sufficient, though not necessary, for conservation of probability current across the junction.

```lean
import Mathlib

open Filter Topology

namespace BenDanielDukeInterface

noncomputable section
```

## Two materials and a decaying envelope

The left material has effective mass $m_1$ and band edge $V_1$, the right one $m_2$ and $V_2$. All are real constants. The function `layered` builds such steps and gives the point $x=0$ to the left side.

```lean
/-- A material parameter equal to `a` on the left of the junction and `b` on the right. -/
def layered (a b x : ℝ) : ℝ := if x ≤ 0 then a else b
```

With decay constants $q_1$ and $q_2$, the envelope is

$$\psi(x)=e^{q_1x}\ (x\le0),\qquad \psi(x)=e^{-q_2x}\ (x>0).$$

It equals 1 at the junction. For $q_1,q_2>0$ the normalised envelope is $\sqrt{2q_1q_2/(q_1+q_2)}\,\psi$; the factor changes none of the conditions below, which are linear in $\psi$.

```lean
/-- The envelope function `exp (q1 x)` on the left and `exp (-q2 x)` on the right. -/
def envelope (q1 q2 x : ℝ) : ℝ := layered (Real.exp (q1 * x)) (Real.exp (-q2 * x)) x
```

The flux divides the derivative by the local mass.

```lean
/-- The BenDaniel-Duke flux `ψ' / m` with a mass that jumps at the junction. -/
def flux (m1 m2 : ℝ) (ψ : ℝ → ℝ) (x : ℝ) : ℝ := deriv ψ x / layered m1 m2 x
```

In units with $\hbar=1$, the Hamiltonian acts as $H\psi=-\tfrac12(\psi'/m)'+V\psi$, with the mass inside the outer derivative.

```lean
/-- The BenDaniel-Duke Hamiltonian `-(1/2) (ψ' / m)' + V ψ`, in units with `ħ = 1`. -/
def hamiltonian (m1 m2 V1 V2 : ℝ) (ψ : ℝ → ℝ) (x : ℝ) : ℝ :=
  -(1 / 2) * deriv (flux m1 m2 ψ) x + layered V1 V2 x * ψ x
```

An interface state at energy $E$ has $q_1,q_2>0$, satisfies $H\psi=E\psi$ at every $x\neq0$, and has a common one-sided limit $J$ of the flux. In Lean these are the fields of `IsInterfaceState`. The exponential form is part of the definition, so the theorems concern states of this form and not the whole spectrum of $H$.

```lean
/-- The envelope decays on both sides, solves the Schrödinger equation at energy `E` away from
the junction, and has a flux `ψ' / m` with equal one-sided limits at the junction. -/
structure IsInterfaceState (m1 m2 V1 V2 E q1 q2 : ℝ) : Prop where
  decay_left : 0 < q1
  decay_right : 0 < q2
  schrodinger : ∀ x, x ≠ 0 →
    hamiltonian m1 m2 V1 V2 (envelope q1 q2) x = E * envelope q1 q2 x
  matching : ∃ J, Tendsto (flux m1 m2 (envelope q1 q2)) (𝓝[<] 0) (𝓝 J) ∧
    Tendsto (flux m1 m2 (envelope q1 q2)) (𝓝[>] 0) (𝓝 J)
```

Two quantities will describe the solution. The first is the energy

$$E_*=\frac{m_1V_2-m_2V_1}{m_1-m_2}.$$

```lean
/-- The energy `(m1 V2 - m2 V1) / (m1 - m2)`. -/
def interfaceEnergy (m1 m2 V1 V2 : ℝ) : ℝ := (m1 * V2 - m2 * V1) / (m1 - m2)
```

The second is the decay constant per unit of mass,

$$\kappa=\sqrt{\frac{2(V_1-V_2)}{m_1-m_2}}.$$

```lean
/-- The decay constant per unit of mass, `sqrt (2 (V1 - V2) / (m1 - m2))`. -/
def interfaceRate (m1 m2 V1 V2 : ℝ) : ℝ := Real.sqrt (2 * (V1 - V2) / (m1 - m2))
```

Continuity of $\psi$ is not among the fields, because it holds for every $q_1,q_2$: both exponentials equal 1 at $x=0$.

```lean
/-- The envelope function is continuous, also at the junction. -/
theorem envelope_continuous (q1 q2 : ℝ) : Continuous (envelope q1 q2) := by
  unfold envelope layered
  refine Continuous.if_le (by fun_prop) (by fun_prop) continuous_id continuous_const ?_
  intro x hx
  have hx' : x = 0 := hx
  simp [hx']
```

## Flux and energy on each side

Everything to be differentiated has the form $c\,e^{ax}$, with derivative $ca\,e^{ax}$.

```lean
/-- The derivative of an exponential with amplitude `c` and rate `a`. -/
theorem hasDerivAt_exp_mul (c a x : ℝ) :
    HasDerivAt (fun y => c * Real.exp (a * y)) (c * a * Real.exp (a * x)) x := by
  have h := (((hasDerivAt_id' x).const_mul a).exp).const_mul c
  exact h.congr_deriv (by ring)
```

Hence

$$\frac{\psi'}{m}=\frac{q_1}{m_1}e^{q_1x}\ (x<0),\qquad \frac{\psi'}{m}=-\frac{q_2}{m_2}e^{-q_2x}\ (x>0).$$

The proof turns on how Lean differentiates a function defined by cases. The notation `=ᶠ[𝓝 x]` says that two functions agree on some neighbourhood of $x$, and `deriv_eq` concludes that their derivatives at $x$ agree. Since a point with $x<0$ has a neighbourhood lying wholly on the left, the envelope may be replaced there by a single exponential. No neighbourhood of $x=0$ lies wholly on one side, so this argument does not apply there.

```lean
/-- The flux of the envelope on either side of the junction. -/
theorem flux_envelope (m1 m2 q1 q2 : ℝ) :
    (∀ x < 0, flux m1 m2 (envelope q1 q2) x = q1 / m1 * Real.exp (q1 * x)) ∧
    (∀ x > 0, flux m1 m2 (envelope q1 q2) x = -(q2 / m2) * Real.exp (-q2 * x)) := by
  constructor
  · intro x hx
    have h : envelope q1 q2 =ᶠ[𝓝 x] fun y => 1 * Real.exp (q1 * y) := by
      filter_upwards [Iio_mem_nhds hx] with y hy
      have hy' : y < 0 := hy
      simp only [envelope, layered, if_pos hy'.le, one_mul]
    rw [flux, h.deriv_eq, (hasDerivAt_exp_mul 1 q1 x).deriv]
    simp only [layered, if_pos hx.le]
    ring
  · intro x hx
    have h : envelope q1 q2 =ᶠ[𝓝 x] fun y => 1 * Real.exp (-q2 * y) := by
      filter_upwards [Ioi_mem_nhds hx] with y hy
      have hy' : 0 < y := hy
      simp only [envelope, layered, if_neg (not_le.mpr hy'), one_mul]
    rw [flux, h.deriv_eq, (hasDerivAt_exp_mul 1 (-q2) x).deriv]
    simp only [layered, if_neg (not_le.mpr hx)]
    ring
```

Letting $x\to0$ from each side gives the limits $q_1/m_1$ and $-q_2/m_2$. Lean takes the limit of the continuous exponential and transfers it to the flux, which agrees with it on that side.

```lean
/-- At the junction the flux tends to `q1 / m1` from the left and to `-q2 / m2` from the right. -/
theorem flux_limits (m1 m2 q1 q2 : ℝ) :
    Tendsto (flux m1 m2 (envelope q1 q2)) (𝓝[<] 0) (𝓝 (q1 / m1)) ∧
    Tendsto (flux m1 m2 (envelope q1 q2)) (𝓝[>] 0) (𝓝 (-(q2 / m2))) := by
  have key : ∀ c a : ℝ, Tendsto (fun x : ℝ => c * Real.exp (a * x)) (𝓝 0) (𝓝 c) := by
    intro c a
    have hc : Continuous (fun x : ℝ => c * Real.exp (a * x)) := by fun_prop
    have t := hc.tendsto 0
    simp only [mul_zero, Real.exp_zero, mul_one] at t
    exact t
  constructor
  · refine ((key (q1 / m1) q1).mono_left nhdsWithin_le_nhds).congr' ?_
    filter_upwards [self_mem_nhdsWithin] with x hx
    exact ((flux_envelope m1 m2 q1 q2).1 x hx).symm
  · refine ((key (-(q2 / m2)) (-q2)).mono_left nhdsWithin_le_nhds).congr' ?_
    filter_upwards [self_mem_nhdsWithin] with x hx
    exact ((flux_envelope m1 m2 q1 q2).2 x hx).symm
```

Differentiating the flux once more, on the left,

$$H\psi=-\frac12\frac{q_1^2}{m_1}e^{q_1x}+V_1e^{q_1x}=\Big(V_1-\frac{q_1^2}{2m_1}\Big)\psi.$$

On the right the two minus signs cancel, and the factor is $V_2-q_2^2/(2m_2)$.

```lean
/-- On each side the Hamiltonian multiplies the envelope by `V - q² / (2 m)`. -/
theorem hamiltonian_envelope (m1 m2 V1 V2 q1 q2 : ℝ) :
    (∀ x < 0, hamiltonian m1 m2 V1 V2 (envelope q1 q2) x
      = (V1 - q1 ^ 2 / (2 * m1)) * envelope q1 q2 x) ∧
    (∀ x > 0, hamiltonian m1 m2 V1 V2 (envelope q1 q2) x
      = (V2 - q2 ^ 2 / (2 * m2)) * envelope q1 q2 x) := by
  constructor
  · intro x hx
    have h : flux m1 m2 (envelope q1 q2) =ᶠ[𝓝 x] fun y => q1 / m1 * Real.exp (q1 * y) := by
      filter_upwards [Iio_mem_nhds hx] with y hy
      exact (flux_envelope m1 m2 q1 q2).1 y hy
    rw [hamiltonian, h.deriv_eq, (hasDerivAt_exp_mul (q1 / m1) q1 x).deriv]
    simp only [envelope, layered, if_pos hx.le]
    ring
  · intro x hx
    have h : flux m1 m2 (envelope q1 q2) =ᶠ[𝓝 x]
        fun y => -(q2 / m2) * Real.exp (-q2 * y) := by
      filter_upwards [Ioi_mem_nhds hx] with y hy
      exact (flux_envelope m1 m2 q1 q2).2 y hy
    rw [hamiltonian, h.deriv_eq, (hasDerivAt_exp_mul (-(q2 / m2)) (-q2) x).deriv]
    simp only [envelope, layered, if_neg (not_le.mpr hx)]
    ring
```

## From a differential equation to three algebraic ones

Since $\psi$ never vanishes, it cancels from $H\psi=E\psi$. For nonzero masses and positive $q_1,q_2$, the state conditions become

$$q_1^2=2m_1(V_1-E),\qquad q_2^2=2m_2(V_2-E),\qquad \frac{q_1}{m_1}=-\frac{q_2}{m_2}.$$

Lean reads off the first two at $x=-1$ and $x=1$, and the third from uniqueness of limits. The converse puts the same relations back at every $x\neq0$.

```lean
/-- For nonzero masses, the interface-state conditions amount to positivity of `q1` and `q2`, the
two evanescent dispersion relations and the matching condition `q1 / m1 = -q2 / m2`. -/
theorem isInterfaceState_iff {m1 m2 : ℝ} (hm1 : m1 ≠ 0) (hm2 : m2 ≠ 0) (V1 V2 E q1 q2 : ℝ) :
    IsInterfaceState m1 m2 V1 V2 E q1 q2 ↔ 0 < q1 ∧ 0 < q2 ∧
      q1 ^ 2 = 2 * m1 * (V1 - E) ∧ q2 ^ 2 = 2 * m2 * (V2 - E) ∧ q1 / m1 = -(q2 / m2) := by
  have hψ : ∀ x, envelope q1 q2 x ≠ 0 := by
    intro x
    unfold envelope layered
    split_ifs <;> exact (Real.exp_pos _).ne'
  have n1 : 2 * m1 ≠ 0 := mul_ne_zero two_ne_zero hm1
  have n2 : 2 * m2 ≠ 0 := mul_ne_zero two_ne_zero hm2
  obtain ⟨hL, hR⟩ := hamiltonian_envelope m1 m2 V1 V2 q1 q2
  obtain ⟨fL, fR⟩ := flux_limits m1 m2 q1 q2
  constructor
  · rintro ⟨p1, p2, hS, J, jL, jR⟩
    -- one point on each side is enough to read off the dispersion relation
    have a1 := hS (-1) (by norm_num)
    rw [hL (-1) (by norm_num)] at a1
    have b1 := mul_right_cancel₀ (hψ (-1)) a1
    have a2 := hS 1 (by norm_num)
    rw [hR 1 (by norm_num)] at a2
    have b2 := mul_right_cancel₀ (hψ 1) a2
    have c1 := (div_eq_iff n1).1 (show q1 ^ 2 / (2 * m1) = V1 - E by linarith)
    have c2 := (div_eq_iff n2).1 (show q2 ^ 2 / (2 * m2) = V2 - E by linarith)
    exact ⟨p1, p2, by linear_combination c1, by linear_combination c2,
      (tendsto_nhds_unique fL jL).trans (tendsto_nhds_unique jR fR)⟩
  · rintro ⟨p1, p2, k1, k2, hj⟩
    refine ⟨p1, p2, ?_, q1 / m1, fL, by rw [hj]; exact fR⟩
    have c1 : q1 ^ 2 / (2 * m1) = V1 - E := (div_eq_iff n1).2 (by linear_combination k1)
    have c2 : q2 ^ 2 / (2 * m2) = V2 - E := (div_eq_iff n2).2 (by linear_combination k2)
    intro x hx
    rcases lt_or_gt_of_ne hx with h | h
    · rw [hL x h, c1, sub_sub_cancel]
    · rw [hR x h, c2, sub_sub_cancel]
```

## Solving the matching problem

Call the common flux $s=q_1/m_1=-q_2/m_2$, so that $q_1=sm_1$ and $q_2=-sm_2$. Then $0<q_1q_2=-s^2m_1m_2$, which forces $m_1m_2<0$ and hence $m_1\neq m_2$. Dividing each dispersion relation by its mass gives

$$s^2m_1=2(V_1-E),\qquad s^2m_2=2(V_2-E).$$

Their difference is $s^2(m_1-m_2)=2(V_1-V_2)$. Thus $|s|=\kappa$ and $q_i=|m_i|\kappa$, and multiplying by $(m_1-m_2)/2$ gives

$$(V_1-V_2)(m_1-m_2)=\tfrac12s^2(m_1-m_2)^2>0.$$

Eliminating $s^2$ instead gives $m_2(V_1-E)=m_1(V_2-E)$, that is, $E=E_*$.

Conversely, suppose that both sign conditions hold and that $E=E_*$ and $q_i=|m_i|\kappa$. Then

$$V_i-E=\frac{m_i(V_1-V_2)}{m_1-m_2}=\tfrac12\kappa^2m_i,$$

so $q_i^2=m_i^2\kappa^2=2m_i(V_i-E)$. The fluxes are $\operatorname{sgn}(m_1)\kappa$ and $-\operatorname{sgn}(m_2)\kappa$, which agree because the masses have opposite signs.

In the Lean proof, `linear_combination` checks the eliminations from the stated multiples of the equations. The theorem covers nonzero masses of either sign; in particular, two masses of equal sign never support a state of this form.

```lean
/-- For nonzero masses of any sign, an interface state requires masses of opposite sign and
`(V1 - V2) (m1 - m2) > 0`; its energy and both decay constants are then fixed as stated, and
these values do give a state. -/
theorem interface_state_characterization {m1 m2 : ℝ} (hm1 : m1 ≠ 0) (hm2 : m2 ≠ 0)
    (V1 V2 E q1 q2 : ℝ) :
    IsInterfaceState m1 m2 V1 V2 E q1 q2 ↔
      m1 * m2 < 0 ∧ 0 < (V1 - V2) * (m1 - m2) ∧ E = interfaceEnergy m1 m2 V1 V2 ∧
      q1 = |m1| * interfaceRate m1 m2 V1 V2 ∧ q2 = |m2| * interfaceRate m1 m2 V1 V2 := by
  rw [isInterfaceState_iff hm1 hm2]
  constructor
  · rintro ⟨p1, p2, k1, k2, hj⟩
    -- the common flux s fixes both decay constants
    obtain ⟨s, hs⟩ : ∃ s, s = q1 / m1 := ⟨_, rfl⟩
    have e1 : q1 = s * m1 := by rw [hs, div_mul_cancel₀ _ hm1]
    have e2 : q2 = -s * m2 := (div_eq_iff hm2).1 (by linarith)
    have s1 : s ^ 2 * m1 = 2 * (V1 - E) := by
      apply mul_right_cancel₀ hm1
      rw [e1] at k1
      linear_combination k1
    have s2 : s ^ 2 * m2 = 2 * (V2 - E) := by
      apply mul_right_cancel₀ hm2
      rw [e2] at k2
      linear_combination k2
    have hneg : m1 * m2 < 0 := by
      have hp := mul_pos p1 p2
      rw [e1, e2] at hp
      by_contra h
      nlinarith [mul_nonneg (sq_nonneg s) (not_lt.1 h)]
    have hd : m1 - m2 ≠ 0 := by
      intro h
      have h' : m1 = m2 := by linarith
      rw [h'] at hneg
      nlinarith [mul_self_nonneg m2]
    have hs0 : s ≠ 0 := by
      intro h
      rw [h, zero_mul] at e1
      linarith
    have hκ : 2 * (V1 - V2) / (m1 - m2) = s ^ 2 := by
      rw [div_eq_iff hd]
      linear_combination s2 - s1
    have hprod : (V1 - V2) * (m1 - m2) = s ^ 2 * (m1 - m2) ^ 2 / 2 := by
      linear_combination (m1 - m2) / 2 * (s2 - s1)
    refine ⟨hneg, by rw [hprod]; positivity, ?_, ?_, ?_⟩
    · rw [interfaceEnergy, eq_div_iff hd]
      linear_combination (m1 * s2 - m2 * s1) / 2
    · rw [interfaceRate, hκ, Real.sqrt_sq_eq_abs, ← abs_mul,
        show m1 * s = q1 by linear_combination -e1, abs_of_pos p1]
    · rw [interfaceRate, hκ, Real.sqrt_sq_eq_abs, ← abs_mul,
        show m2 * s = -q2 by linear_combination e2, abs_neg, abs_of_pos p2]
  · rintro ⟨hneg, hpos, hE, h1, h2⟩
    have hd : m1 - m2 ≠ 0 := by
      intro h
      rw [h, mul_zero] at hpos
      exact lt_irrefl _ hpos
    have hr : 0 < 2 * (V1 - V2) / (m1 - m2) := by
      rcases pos_and_pos_or_neg_and_neg_of_mul_pos hpos with ⟨a, b⟩ | ⟨a, b⟩
      · exact div_pos (by linarith) b
      · exact div_pos_of_neg_of_neg (by linarith) b
    have k0 : 0 < interfaceRate m1 m2 V1 V2 := Real.sqrt_pos.2 hr
    have ksq : interfaceRate m1 m2 V1 V2 ^ 2 * (m1 - m2) = 2 * (V1 - V2) := by
      rw [interfaceRate, Real.sq_sqrt hr.le, div_mul_cancel₀ _ hd]
    have hE' : E * (m1 - m2) = m1 * V2 - m2 * V1 := by
      rw [hE, interfaceEnergy, div_mul_cancel₀ _ hd]
    generalize interfaceRate m1 m2 V1 V2 = κ at h1 h2 k0 ksq
    have v1 : κ ^ 2 * m1 = 2 * (V1 - E) := by
      apply mul_right_cancel₀ hd
      linear_combination m1 * ksq + 2 * hE'
    have v2 : κ ^ 2 * m2 = 2 * (V2 - E) := by
      apply mul_right_cancel₀ hd
      linear_combination m2 * ksq + 2 * hE'
    refine ⟨by rw [h1]; positivity, by rw [h2]; positivity, ?_, ?_, ?_⟩
    · rw [h1, mul_pow, sq_abs]
      linear_combination m1 * v1
    · rw [h2, mul_pow, sq_abs]
      linear_combination m2 * v2
    · -- opposite signs of the masses make the two fluxes agree
      rw [h1, h2]
      rcases mul_neg_iff.1 hneg with ⟨a, b⟩ | ⟨a, b⟩
      · rw [abs_of_pos a, abs_of_neg b, neg_mul, neg_div, neg_neg,
          mul_div_cancel_left₀ _ hm1, mul_div_cancel_left₀ _ hm2]
      · rw [abs_of_neg a, abs_of_pos b, neg_mul, neg_div,
          mul_div_cancel_left₀ _ hm1, mul_div_cancel_left₀ _ hm2]
```

## A positive mass on the left, a negative one on the right

For $m_1>0>m_2$ the product $m_1m_2$ is negative and $m_1-m_2$ is positive. The remaining sign condition is $V_1>V_2$, and when it holds the formulas above supply the state.

```lean
/-- With a positive mass on the left and a negative mass on the right, an interface state exists
if and only if the left band edge lies above the right one. -/
theorem exists_interface_state_iff {m1 m2 : ℝ} (hm1 : 0 < m1) (hm2 : m2 < 0) (V1 V2 : ℝ) :
    (∃ E q1 q2, IsInterfaceState m1 m2 V1 V2 E q1 q2) ↔ V2 < V1 := by
  constructor
  · rintro ⟨E, q1, q2, h⟩
    have hp := ((interface_state_characterization hm1.ne' hm2.ne V1 V2 E q1 q2).1 h).2.1
    have hd : 0 ≤ m1 - m2 := by linarith
    by_contra hc
    nlinarith [mul_nonneg (sub_nonneg.2 (not_lt.1 hc)) hd]
  · intro h
    exact ⟨_, _, _, (interface_state_characterization hm1.ne' hm2.ne V1 V2 _ _ _).2
      ⟨mul_neg_of_pos_of_neg hm1 hm2, mul_pos (by linarith) (by linarith), rfl, rfl, rfl⟩⟩
```

The energy lies strictly inside the gap. Since $q_1^2=2m_1(V_1-E)>0$ with $m_1>0$, we have $E<V_1$; since $q_2^2=2m_2(V_2-E)>0$ with $m_2<0$, we have $E>V_2$. For $m_2=-m_1$ the energy is the midpoint of the two edges.

```lean
/-- For `m1 > 0 > m2` the energy of an interface state is `(m1 V2 - m2 V1) / (m1 - m2)`, and it
lies strictly between the two band edges. -/
theorem interface_state_energy {m1 m2 V1 V2 E q1 q2 : ℝ} (hm1 : 0 < m1) (hm2 : m2 < 0)
    (h : IsInterfaceState m1 m2 V1 V2 E q1 q2) :
    E = (m1 * V2 - m2 * V1) / (m1 - m2) ∧ V2 < E ∧ E < V1 := by
  obtain ⟨p1, p2, k1, k2, -⟩ := (isInterfaceState_iff hm1.ne' hm2.ne V1 V2 E q1 q2).1 h
  refine ⟨((interface_state_characterization hm1.ne' hm2.ne V1 V2 E q1 q2).1 h).2.2.1, ?_, ?_⟩
  · by_contra hc
    nlinarith [mul_nonneg (neg_nonneg.2 hm2.le) (sub_nonneg.2 (not_lt.1 hc)), pow_pos p2 2]
  · by_contra hc
    nlinarith [mul_nonneg hm1.le (sub_nonneg.2 (not_lt.1 hc)), pow_pos p1 2]

end

end BenDanielDukeInterface
```

```lean
#print axioms BenDanielDukeInterface.envelope_continuous
-- 'BenDanielDukeInterface.envelope_continuous' depends on axioms: [propext, Classical.choice, Quot.sound]
#print axioms BenDanielDukeInterface.exists_interface_state_iff
-- 'BenDanielDukeInterface.exists_interface_state_iff' depends on axioms: [propext, Classical.choice, Quot.sound]
#print axioms BenDanielDukeInterface.interface_state_energy
-- 'BenDanielDukeInterface.interface_state_energy' depends on axioms: [propext, Classical.choice, Quot.sound]
```

## The flux condition in a numerical calculation

Within a one-band model with energy-independent masses, the result describes a state bound to a junction where the carrier changes from electron-like to hole-like. A transfer-matrix code for this model carries the pair $(\psi,\psi'/m)$ across each junction unchanged. On a grid of spacing $h$, the kinetic term can be written as

$$-\frac1{2h^2}\left[\frac{\psi_{j+1}-\psi_j}{m_{j+1/2}}-\frac{\psi_j-\psi_{j-1}}{m_{j-1/2}}\right],$$

where $j$ numbers the grid points and the masses are taken halfway between them, so that neighbouring points share one flux. With a negative mass on one side, the Hamiltonian on a fine grid also has levels far below the gap. An eigenvalue solver should therefore be aimed at energies near $E_*$ and not at the lowest eigenvalue.
